# For one free particle in two dimensions, the twist-averaged energy exceeds the Fermi-disc energy at the same density

## One particle in a periodic square

A simulation of an extended system puts a few particles in a periodic cell, and the allowed momenta then form a grid. The kinetic energy depends on where that grid lies relative to the origin. Twisted boundary conditions shift the grid, and averaging over the twists smooths out this dependence. Does a complete average at fixed particle number also give the energy of the infinite system?

Take one spinless free particle in a square of side \(L\), with

\[
\psi(\mathbf r+L\,\mathbf e_j)=e^{2\pi i\theta_j}\,\psi(\mathbf r),\qquad j=1,2 .
\]

The allowed wavevectors are \((2\pi/L)(\theta+n)\) with \(n\in\mathbb Z^2\). Measure wavevectors in units of \(2\pi/L\) and energies in units of \((\hbar^2/2m)(2\pi/L)^2\), where \(m\) is the particle mass. A particle with reduced momentum \(k\) then has energy \(|k|^2=k_1^2+k_2^2\), and the ground-state energy at twist \(\theta\) is

\[
E(\theta)=\inf_{n\in\mathbb Z^2}|\theta+n|^2 .
\]

The infinite system to compare with consists of free spinless fermions, so each momentum state holds at most one particle. In these units, with one particle per area \(L^2\), it fills a region of momentum space of area one. Its ground state fills the centred disc \(D\) with \(|k|^2\le 1/\pi\), and its energy per particle is the integral of \(|k|^2\) over \(D\).

## The two energies and their Lean form

With \(C=[-\tfrac12,\tfrac12]^2\), the result is

\[
\int_C E(\theta)\,d\theta=\frac16,\qquad
\int_D |k|^2\,dk=\frac1{2\pi},\qquad
\frac1{2\pi}<\frac16 .
\]

The theorem `twist_average_exceeds_disc` states these three facts together. Its ingredients correspond to the physics as follows.

- `kinetic` is \(|k|^2\) on pairs of real numbers. The squares are written out because Mathlib's norm on a product is the larger of the two component norms, not the Euclidean length.
- `groundEnergy θ` is \(E(\theta)\), an infimum over all pairs of integers. The theorem `kinetic_isLeast` shows that for twists in the cell it is a true minimum.
- `twistCell` is the closed square \(C\). Since `volume_twistCell` gives it area one, the integral over it is the average.
- `fermiDisc` is \(D\), and `volume_fermiDisc` proves that its area is one, so the densities match.

The theorem `disc_minimises` adds a variational statement. Let \(S\) be a measurable momentum region of area one on which the kinetic energy is integrable. Then the energy of \(D\) is at most that of \(S\).

The plane-wave spectrum and the reading of the disc integral as the infinite-system energy are physical input; the file contains neither a Schrödinger operator nor a limit of growing cells. The model has one particle, a square cell, no spin and no interaction. For simulation practice it shows, within this non-interacting one-particle model, that a complete twist average at fixed particle number can leave a bias in the kinetic energy.

## From the square to 1/6, and from the disc to 1/(2π)

**The minimum.** For a real \(x\in[-\tfrac12,\tfrac12]\) and an integer \(n\),

\[
(x+n)^2-x^2=n(n+2x).
\]

If \(n\ge1\), both factors are nonnegative, because \(2x\ge-1\). If \(n\le-1\), both are nonpositive, because \(2x\le1\). If \(n=0\), the difference vanishes. No integer shift therefore lowers the square of either component, and \(E(\theta)=|\theta|^2\) on \(C\).

**The average.** For any constant \(c\),

\[
\int_{-1/2}^{1/2}(c+y^2)\,dy=c+\frac1{12}.
\]

Using this once for each component gives

\[
\int_C|\theta|^2\,d\theta
=\int_{-1/2}^{1/2}\Bigl(x^2+\frac1{12}\Bigr)dx
=\frac1{12}+\frac1{12}=\frac16 .
\]

**The disc.** Let \(R=\sqrt{1/\pi}\). For every natural number \(m\), now an exponent, polar coordinates give

\[
\int_D|k|^{2m}\,dk
=2\pi\int_0^R r^{2m+1}\,dr
=\frac{2\pi R^{2m+2}}{2m+2}
=\frac{(1/\pi)^m}{m+1}.
\]

The case \(m=0\) is the area, which is 1. The case \(m=1\) is the energy, \(1/(2\pi)\).

**The comparison.** The inequality \(1/(2\pi)<1/6\) is equivalent to \(\pi>3\).

**The disc as minimiser.** Let \(S\) have area one and finite energy, and set \(g(k)=|k|^2-1/\pi\). This function is at most zero on \(D\) and positive outside it. Writing \(\mathbf 1_A\) for the function that is 1 on \(A\) and 0 elsewhere, we have

\[
\mathbf 1_D(k)\,g(k)\le\mathbf 1_S(k)\,g(k)\quad\text{for every }k .
\]

The two sides agree when \(k\) lies in both regions or in neither. If \(k\) lies only in \(D\), the inequality reads \(g(k)\le0\); if it lies only in \(S\), it reads \(0\le g(k)\). Integrating, and using that both areas are one, gives

\[
\int_D|k|^2\,dk-\frac1\pi\le\int_S|k|^2\,dk-\frac1\pi .
\]

As the twist runs over the cell, the single occupied momentum sweeps out the square \(C\), which has the right area but not the shape of lowest energy.

## The average on a grid of twists

A program replaces the integral by a finite sum. For each twist it lists the momenta \(\theta+n\), occupies the lowest one and adds its energy to the average. On a midpoint grid with \(M\) twists per direction, \(\theta_j=-\tfrac12+(i_j+\tfrac12)/M\) for \(i_j=0,\dots,M-1\), this sum is

\[
\frac16\Bigl(1-\frac1{M^2}\Bigr).
\]

Refining the grid removes the sampling error, and the result tends to \(1/6\approx0.1667\), not to \(1/(2\pi)\approx0.1592\).

If the program instead occupies every momentum with \(|\theta+n|^2\le1/\pi\), the particle number varies with the twist: it is one at \(\theta=(0,0)\), two at \((\tfrac12,0)\) and zero at \((\tfrac12,\tfrac12)\). The integer translates of the cell tile the plane, so the full average of this second scheme is the integral over the disc, with mean particle number one and mean energy \(1/(2\pi)\).

## The complete Lean file

```lean
import Mathlib

open MeasureTheory Set
open scoped Real

namespace TwistAveragingTwoDim

noncomputable section

/-- Kinetic energy of a free particle with momentum `k` in the plane, in reduced units. -/
def kinetic (k : ℝ × ℝ) : ℝ := k.1 ^ 2 + k.2 ^ 2

/-- Ground-state energy of one particle at twist `θ`: the infimum of the kinetic energy over
the allowed momenta `θ + n`, with `n` an integer vector. -/
def groundEnergy (θ : ℝ × ℝ) : ℝ :=
  ⨅ n : ℤ × ℤ, kinetic (θ.1 + n.1, θ.2 + n.2)

/-- The square cell of twists, each component running from `-1/2` to `1/2`. -/
def twistCell : Set (ℝ × ℝ) := Icc (-1 / 2 : ℝ) (1 / 2) ×ˢ Icc (-1 / 2 : ℝ) (1 / 2)

/-- The centred disc of momenta with squared radius `1/π`. -/
def fermiDisc : Set (ℝ × ℝ) := {k | kinetic k ≤ 1 / π}

lemma continuous_kinetic : Continuous kinetic := by
  unfold kinetic
  fun_prop

lemma measurableSet_fermiDisc : MeasurableSet fermiDisc :=
  (isClosed_le continuous_kinetic continuous_const).measurableSet

/-- An integer shift of a twist component in `[-1/2, 1/2]` never lowers its square. -/
lemma sq_le_sq_shift {x : ℝ} (hx : x ∈ Icc (-1 / 2 : ℝ) (1 / 2)) (n : ℤ) :
    x ^ 2 ≤ (x + n) ^ 2 := by
  obtain ⟨h1, h2⟩ := hx
  rcases lt_trichotomy n 0 with h | h | h
  · have hn : (n : ℝ) ≤ -1 := by exact_mod_cast (by omega : n ≤ -1)
    nlinarith [mul_nonneg (by linarith : (0 : ℝ) ≤ -n) (by linarith : (0 : ℝ) ≤ -n - 2 * x)]
  · simp [h]
  · have hn : (1 : ℝ) ≤ n := by exact_mod_cast (by omega : 1 ≤ n)
    nlinarith [mul_nonneg (by linarith : (0 : ℝ) ≤ n) (by linarith : (0 : ℝ) ≤ n + 2 * x)]

/-- For a twist in the cell, the lowest kinetic energy among the allowed momenta is attained
and equals the kinetic energy of the twist itself. -/
theorem kinetic_isLeast {θ : ℝ × ℝ} (hθ : θ ∈ twistCell) :
    IsLeast (range fun n : ℤ × ℤ => kinetic (θ.1 + n.1, θ.2 + n.2)) (kinetic θ) := by
  refine ⟨⟨(0, 0), by simp [kinetic]⟩, ?_⟩
  rintro _ ⟨n, rfl⟩
  exact add_le_add (sq_le_sq_shift hθ.1 n.1) (sq_le_sq_shift hθ.2 n.2)

/-- The cell of twists has area one. -/
theorem volume_twistCell : volume twistCell = 1 := by
  rw [twistCell, Measure.volume_eq_prod, Measure.prod_prod, Real.volume_Icc]
  norm_num

lemma integral_slice (c : ℝ) :
    ∫ y in Icc (-1 / 2 : ℝ) (1 / 2), (c + y ^ 2) = c + 1 / 12 := by
  rw [integral_Icc_eq_integral_Ioc, ← intervalIntegral.integral_of_le (by norm_num),
    intervalIntegral.integral_add (continuous_const.intervalIntegrable _ _)
      ((continuous_pow 2).intervalIntegrable _ _),
    intervalIntegral.integral_const, integral_pow]
  norm_num

/-- The ground-state energy of one particle, averaged over the cell of twists, is `1/6`. -/
theorem twist_average : ∫ θ in twistCell, groundEnergy θ = 1 / 6 := by
  have hm : MeasurableSet twistCell := measurableSet_Icc.prod measurableSet_Icc
  have he : EqOn groundEnergy kinetic twistCell := fun θ hθ => (kinetic_isLeast hθ).csInf_eq
  have hi : IntegrableOn kinetic (Icc (-1 / 2 : ℝ) (1 / 2) ×ˢ Icc (-1 / 2 : ℝ) (1 / 2))
      ((volume : Measure ℝ).prod (volume : Measure ℝ)) := by
    rw [← Measure.volume_eq_prod]
    exact continuous_kinetic.continuousOn.integrableOn_compact (isCompact_Icc.prod isCompact_Icc)
  -- integrate one twist component after the other
  rw [setIntegral_congr_fun hm he, twistCell, Measure.volume_eq_prod, setIntegral_prod _ hi]
  simp only [kinetic, integral_slice]
  rw [show (fun x : ℝ => x ^ 2 + 1 / 12) = fun x => 1 / 12 + x ^ 2 from
    funext fun x => add_comm _ _, integral_slice]
  norm_num

/-- The integral of the `m`-th power of the kinetic energy over the disc is
`(1/π)^m / (m + 1)`. -/
theorem disc_moment (m : ℕ) :
    ∫ k in fermiDisc, kinetic k ^ m = (1 / π) ^ m / (m + 1) := by
  have hR : 0 ≤ √(1 / π) := Real.sqrt_nonneg _
  rw [← integral_indicator measurableSet_fermiDisc, ← integral_comp_polarCoord_symm]
  -- in polar coordinates the integrand depends on the radius only
  have h1 : EqOn
      (fun p : ℝ × ℝ => p.1 • fermiDisc.indicator (fun k => kinetic k ^ m) (polarCoord.symm p))
      (fun p : ℝ × ℝ => (Ioc 0 √(1 / π)).indicator (fun r : ℝ => r ^ (2 * m + 1)) p.1 * 1)
      polarCoord.target := by
    intro p hp
    rw [polarCoord_target] at hp
    have hp0 : 0 < p.1 := hp.1
    have he : kinetic (polarCoord.symm p) = p.1 ^ 2 := by
      simp only [kinetic, polarCoord_symm_apply]
      linear_combination p.1 ^ 2 * Real.sin_sq_add_cos_sq p.2
    have hiff : polarCoord.symm p ∈ fermiDisc ↔ p.1 ≤ √(1 / π) := by
      change kinetic _ ≤ 1 / π ↔ _
      rw [he, Real.le_sqrt' hp0]
    by_cases h : p.1 ≤ √(1 / π)
    · have hi : p.1 ∈ Ioc 0 √(1 / π) := ⟨hp0, h⟩
      simp only [indicator_of_mem (hiff.2 h), indicator_of_mem hi, he, smul_eq_mul]
      ring
    · have hi : p.1 ∉ Ioc 0 √(1 / π) := fun h' => h h'.2
      simp only [indicator_of_notMem (fun h' => h (hiff.1 h')), indicator_of_notMem hi,
        smul_zero, zero_mul]
  have h2 : ∫ _ in Ioo (-π) π, (1 : ℝ) = 2 * π := by
    rw [← integral_Ioc_eq_integral_Ioo,
      ← intervalIntegral.integral_of_le (by linarith [Real.pi_pos]),
      intervalIntegral.integral_const, smul_eq_mul]
    ring
  have h3 : √(1 / π) ^ (2 * m + 1 + 1) = (1 / π) ^ (m + 1) := by
    rw [show 2 * m + 1 + 1 = 2 * (m + 1) by ring, pow_mul, Real.sq_sqrt (by positivity)]
  rw [setIntegral_congr_fun polarCoord.open_target.measurableSet h1, polarCoord_target,
    Measure.volume_eq_prod]
  refine (setIntegral_prod_mul ((Ioc 0 √(1 / π)).indicator (fun r : ℝ => r ^ (2 * m + 1)))
    (fun _ => (1 : ℝ)) (Ioi 0) (Ioo (-π) π)).trans ?_
  rw [setIntegral_indicator measurableSet_Ioc,
    show Ioi (0 : ℝ) ∩ Ioc 0 √(1 / π) = Ioc 0 √(1 / π) from inter_eq_right.2 fun x hx => hx.1,
    ← intervalIntegral.integral_of_le hR, integral_pow, h2, h3, zero_pow (by omega), sub_zero,
    pow_succ (1 / π) m]
  have hm : (m : ℝ) + 1 ≠ 0 := by positivity
  have h4 : ((2 * m + 1 : ℕ) : ℝ) + 1 = 2 * ((m : ℝ) + 1) := by push_cast; ring
  rw [h4]
  generalize (1 / π) ^ m = a
  field_simp

/-- The disc of momenta has area one. -/
theorem volume_fermiDisc : volume fermiDisc = 1 := by
  have h : ∫ _ in fermiDisc, (1 : ℝ) = 1 := by simpa using disc_moment 0
  rw [setIntegral_const, smul_eq_mul, mul_one] at h
  exact (ENNReal.toReal_eq_one_iff _).1 h

/-- The kinetic energy integrated over the disc of area one is `1/(2π)`. -/
theorem disc_energy : ∫ k in fermiDisc, kinetic k = 1 / (2 * π) := by
  have h := disc_moment 1
  simp only [pow_one, Nat.cast_one] at h
  rw [h]
  field_simp
  try norm_num

lemma shifted_energy {S : Set (ℝ × ℝ)} (hv : volume S = 1) (hi : IntegrableOn kinetic S) :
    IntegrableOn (fun k => kinetic k - 1 / π) S ∧
      ∫ k in S, (kinetic k - 1 / π) = (∫ k in S, kinetic k) - 1 / π := by
  have : IsFiniteMeasure (volume.restrict S) :=
    ⟨by rw [Measure.restrict_apply_univ, hv]; exact ENNReal.one_lt_top⟩
  refine ⟨hi.sub (integrable_const _), ?_⟩
  rw [integral_sub hi (integrable_const _), setIntegral_const]
  simp [Measure.real, hv]

/-- Among measurable momentum regions of area one with integrable kinetic energy, the centred
disc has the least total kinetic energy. -/
theorem disc_minimises {S : Set (ℝ × ℝ)} (hS : MeasurableSet S) (hv : volume S = 1)
    (hi : IntegrableOn kinetic S) :
    ∫ k in fermiDisc, kinetic k ≤ ∫ k in S, kinetic k := by
  have hD : IntegrableOn kinetic fermiDisc := by
    by_contra h
    have h0 : ∫ k in fermiDisc, kinetic k = 0 := integral_undef h
    rw [disc_energy] at h0
    have : 0 < 1 / (2 * π) := by positivity
    linarith
  obtain ⟨iD, eD⟩ := shifted_energy volume_fermiDisc hD
  obtain ⟨iS, eS⟩ := shifted_energy hv hi
  -- measured from the edge of the disc, energies are at most zero on it and positive outside
  have key : ∫ k in fermiDisc, (kinetic k - 1 / π) ≤ ∫ k in S, (kinetic k - 1 / π) := by
    rw [← integral_indicator measurableSet_fermiDisc, ← integral_indicator hS]
    refine integral_mono (iD.integrable_indicator measurableSet_fermiDisc)
      (iS.integrable_indicator hS) fun k => ?_
    by_cases h : k ∈ fermiDisc
    · have hk : kinetic k ≤ 1 / π := h
      by_cases h' : k ∈ S
      · simp only [indicator_of_mem h, indicator_of_mem h', le_refl]
      · simp only [indicator_of_mem h, indicator_of_notMem h']
        linarith
    · have hk : 1 / π < kinetic k := not_le.1 h
      by_cases h' : k ∈ S
      · simp only [indicator_of_notMem h, indicator_of_mem h']
        linarith
      · simp only [indicator_of_notMem h, indicator_of_notMem h', le_refl]
  linarith

/-- In two dimensions the twist-averaged ground-state energy of one free particle is `1/6`,
the energy of the disc of area one is `1/(2π)`, and the former is strictly larger. -/
theorem twist_average_exceeds_disc :
    ∫ θ in twistCell, groundEnergy θ = 1 / 6 ∧
      ∫ k in fermiDisc, kinetic k = 1 / (2 * π) ∧
      ∫ k in fermiDisc, kinetic k < ∫ θ in twistCell, groundEnergy θ := by
  refine ⟨twist_average, disc_energy, ?_⟩
  rw [twist_average, disc_energy, div_lt_div_iff₀ (by positivity) (by norm_num)]
  linarith [Real.pi_gt_three]

end

end TwistAveragingTwoDim
```

```lean
#print axioms TwistAveragingTwoDim.volume_twistCell
-- 'TwistAveragingTwoDim.volume_twistCell' depends on axioms: [propext, Classical.choice, Quot.sound]
#print axioms TwistAveragingTwoDim.disc_minimises
-- 'TwistAveragingTwoDim.disc_minimises' depends on axioms: [propext, Classical.choice, Quot.sound]
#print axioms TwistAveragingTwoDim.twist_average_exceeds_disc
-- 'TwistAveragingTwoDim.twist_average_exceeds_disc' depends on axioms: [propext, Classical.choice, Quot.sound]
```

## How the square is integrated

The lemma `sq_le_sq_shift` follows the sign argument for \(n(n+2x)\). It splits on the sign of `n`, uses `omega` to turn a strict integer inequality into a gap of at least one, and gives `nlinarith` the product of two nonnegative factors. For negative `n` these are \(-n\) and \(-n-2x\), whose product is again \(n(n+2x)\).

In `kinetic_isLeast`, the shift \((0,0)\) shows that the value \(|\theta|^2\) occurs, and adding the two component inequalities shows that it is a lower bound. The proof of `twist_average` turns this into the equality of `groundEnergy` and `kinetic` on the cell, and replaces one by the other under the integral. Fubini's theorem, `setIntegral_prod`, needs integrability, which follows from continuity on a compact square. The lemma `integral_slice` then does each of the two one-dimensional integrals.

## How the disc is integrated

The proof of `disc_moment` extends the integrand by zero outside the disc and changes to polar coordinates with `integral_comp_polarCoord_symm`. The step `h1` shows that the integrand, including the Jacobian \(r\), is \(r^{2m+1}\) for \(0<r\le R\) and zero for larger \(r\). Inside it, `he` is the identity \(|k|^2=r^2\), and `hiff` translates membership in the disc into \(r\le R\).

The integral then factorises through `setIntegral_prod_mul`. The angular factor \(2\pi\) is `h2`, and `h3` rewrites \(R^{2m+2}\) as \((1/\pi)^{m+1}\). The theorems `volume_fermiDisc` and `disc_energy` are the cases \(m=0\) and \(m=1\). The final theorem combines the two energies, clears the denominators and closes the inequality with `Real.pi_gt_three`.

## The variational bound and a region with infinite energy

The lemma `shifted_energy` shows that, on a region of area one with integrable kinetic energy, subtracting \(1/\pi\) from the integrand lowers the integral by \(1/\pi\). In `disc_minimises`, the step `key` proves the inequality between the shifted integrals: `integral_mono` reduces it to a pointwise one, and the nested `by_cases` go through the four positions of \(k\). The final `linarith` cancels the shift. The strict inequality of the main theorem does not rest on this bound, since it compares the two computed values directly.

The integrability hypothesis `hi` matters because Lean assigns the value zero to the integral of a non-integrable function. Consider

\[
S=\{(x,y): x\ge1,\ 0\le y\le 1/x^2\}.
\]

Its area is \(\int_1^\infty x^{-2}\,dx=1\), but its energy is at least \(\int_1^\infty x^2\cdot x^{-2}\,dx=\infty\). Without `hi`, the theorem would claim \(1/(2\pi)\le0\) for this region. Physically the disc still has the lower energy; what fails is the inequality between Lean's integrals. The same convention lets the proof establish integrability on the disc by contradiction: if it failed, the integral would be zero, whereas `disc_energy` gives \(1/(2\pi)\).
